# Closed Form of the Obara–Saika Overlap Recurrence with an s Gaussian on the Second Centre

Two Gaussian basis functions sit on a line: (x−A)^i exp(−a(x−A)²) at A and an s function exp(−b(x−B)²) at B, with a, b > 0. The Obara–Saika recurrence builds up their overlap one power i at a time. What is it for a given i, without the intermediate values?

## From the overlap to a recurrence

Put p = a+b and P = (aA+bB)/p. Completing the square in the exponent gives

exp(−a(x−A)²) exp(−b(x−B)²) = K exp(−p(x−P)²), K = exp(−(ab/p)(A−B)²).

The overlap is therefore K S_i, where S_i = ∫ (x−A)^i exp(−p(x−P)²) dx. The integral of the derivative of (x−A)^n exp(−p(x−P)²) vanishes, because the Gaussian decays. Writing x−P = (x−A) − (P−A), we get

n S_(n−1) − 2p S_(n+1) + 2p(P−A) S_n = 0,

where the first term is absent for n = 0. With d = P−A and c = 1/(2p), the cases n = 0 and n = i+1 read

S_1 = d S_0, S_(i+2) = d S_(i+1) + (i+1) c S_i.

This is the Obara–Saika recurrence with the power on the second centre held at zero.

## Solving the recurrence

The claim is S_i = S_0 F_i, where

F_i = Σ_(2k≤i) T(i,k), T(i,k) = C(i,2k) (2k−1)!! c^k d^(i−2k), (−1)!! = 1.

For example, F_2 = d² + c. Pascal's rule and absorption state

C(i+2,2k+2) = C(i+1,2k+2) + C(i+1,2k+1),
(2k+1) C(i+1,2k+1) = (i+1) C(i,2k).

Multiply the first by (2k+1)!! = (2k+1)(2k−1)!!, insert the second, and multiply by c^(k+1) d^(i−2k):

T(i+2,k+1) = d T(i+1,k+1) + (i+1) c T(i,k).

If 2k = i, the first term on the right is zero. Also T(i+2,0) = d^(i+2) = d T(i+1,0). Summing gives

F_(i+2) = d F_(i+1) + (i+1) c F_i.

Since F_0 = 1 and F_1 = d, the sequences S_i and S_0 F_i agree at i = 0 and 1. They obey the same recurrence, so they agree for every i.

For the Gaussian, S_0 = √(π/p), and the overlap is K √(π/p) F_i.

## The polynomial over a commutative ring

The algebra uses no division, so d and c may lie in any commutative ring `R`.

In Lean 4 with Mathlib:

```lean
import Mathlib

open MeasureTheory

namespace ObaraSaikaClosedForm

variable {R : Type*} [CommRing R]
```

Note the index: `oddFactorial k` means (2k−1)!!, not k!!.

```lean
/-- The odd double factorial `(2k-1)!!`, starting from `(-1)!! = 1`. -/
def oddFactorial : ℕ → ℕ
  | 0 => 1
  | k + 1 => (2 * k + 1) * oddFactorial k
```

`pairTerm d c i k` is T(i,k), and `overlapPoly d c i` is F_i. The quotient `i / 2` is rounded down, so the range is exactly 2k ≤ i.

```lean
/-- The term `C(i,2k) (2k-1)!! c^k d^(i-2k)` of the closed form, meant for `2k ≤ i`. -/
def pairTerm (d c : R) (i k : ℕ) : R :=
  (i.choose (2 * k) : R) * (oddFactorial k : R) * c ^ k * d ^ (i - 2 * k)

/-- The closed form: the sum of `C(i,2k) (2k-1)!! c^k d^(i-2k)` over all `k` with `2k ≤ i`. -/
def overlapPoly (d c : R) (i : ℕ) : R :=
  ∑ k ∈ Finset.range (i / 2 + 1), pairTerm d c i k
```

Induction identifies the recursive definition with Mathlib's double factorial.

```lean
/-- The number `oddFactorial (k+1)` is the usual double factorial `(2k+1)!!`. -/
theorem oddFactorial_succ_eq (k : ℕ) :
    oddFactorial (k + 1) = Nat.doubleFactorial (2 * k + 1) := by
  induction k with
  | zero => rfl
  | succ k ih =>
    have h1 : oddFactorial (k + 1 + 1) = (2 * (k + 1) + 1) * oddFactorial (k + 1) := rfl
    have h2 : Nat.doubleFactorial (2 * (k + 1) + 1)
        = (2 * k + 1 + 2) * Nat.doubleFactorial (2 * k + 1) :=
      Nat.doubleFactorial_add_two (2 * k + 1)
    rw [h1, h2, ih]
    ring
```

In the termwise recurrence, `hn` is the integer identity from Pascal's rule and absorption. `hd` matches the powers of d, treating separately the case where the binomial vanishes. `linear_combination` joins the two.

```lean
/-- The Obara-Saika recurrence holds term by term: a term with `k+1` factors of `c` comes from
one with `k+1` factors at order `i+1` and one with `k` factors at order `i`. -/
theorem pairTerm_succ (d c : R) (i k : ℕ) :
    pairTerm d c (i + 2) (k + 1)
      = d * pairTerm d c (i + 1) (k + 1) + ((i : R) + 1) * c * pairTerm d c i k := by
  -- Pascal's rule and absorption for the integer coefficients
  have hn : (i + 2).choose (2 * (k + 1)) * oddFactorial (k + 1)
      = (i + 1).choose (2 * (k + 1)) * oddFactorial (k + 1)
        + (i + 1) * (i.choose (2 * k) * oddFactorial k) := by
    have h1 := Nat.add_one_mul_choose_eq i (2 * k)
    have h2 : (i + 2).choose (2 * (k + 1))
        = (i + 1).choose (2 * k + 1) + (i + 1).choose (2 * (k + 1)) :=
      Nat.choose_succ_succ' (i + 1) (2 * k + 1)
    have h3 : oddFactorial (k + 1) = (2 * k + 1) * oddFactorial k := rfl
    rw [← mul_assoc (i + 1), h1, h2, h3]
    ring
  have hc := congrArg (Nat.cast : ℕ → R) hn
  simp only [Nat.cast_add, Nat.cast_mul, Nat.cast_one] at hc
  -- the powers of d match wherever the binomial coefficient is nonzero
  have hd : ((i + 1).choose (2 * (k + 1)) : R) * (d * d ^ (i + 1 - 2 * (k + 1)))
      = ((i + 1).choose (2 * (k + 1)) : R) * d ^ (i - 2 * k) := by
    by_cases h : 2 * (k + 1) ≤ i + 1
    · rw [← pow_succ', show i + 1 - 2 * (k + 1) + 1 = i - 2 * k by omega]
    · rw [Nat.choose_eq_zero_of_lt (by omega)]
      simp
  unfold pairTerm
  rw [show i + 2 - 2 * (k + 1) = i - 2 * k by omega]
  linear_combination c ^ (k + 1) * d ^ (i - 2 * k) * hc
    - (oddFactorial (k + 1) : R) * c ^ (k + 1) * hd
```

To sum the terms, `hext` adds vanishing terms where needed so that both higher sums share one range. The k = 0 term is then split off.

```lean
/-- The closed form obeys the Obara-Saika recurrence. -/
theorem overlapPoly_rec (d c : R) (i : ℕ) :
    overlapPoly d c (i + 2)
      = d * overlapPoly d c (i + 1) + ((i : R) + 1) * c * overlapPoly d c i := by
  -- terms beyond 2k = i + 1 vanish, so the two higher sums can share one range
  have hext : overlapPoly d c (i + 1)
      = ∑ k ∈ Finset.range (i / 2 + 1 + 1), pairTerm d c (i + 1) k := by
    unfold overlapPoly
    apply Finset.sum_subset
    · intro k hk
      rw [Finset.mem_range] at hk ⊢
      omega
    · intro k _ hk
      rw [Finset.mem_range] at hk
      unfold pairTerm
      rw [Nat.choose_eq_zero_of_lt (by omega)]
      simp
  have htop : overlapPoly d c (i + 2)
      = ∑ k ∈ Finset.range (i / 2 + 1 + 1), pairTerm d c (i + 2) k := by
    unfold overlapPoly
    rw [show (i + 2) / 2 + 1 = i / 2 + 1 + 1 by omega]
  have h0 : pairTerm d c (i + 2) 0 = d * pairTerm d c (i + 1) 0 := by
    simp only [pairTerm, Nat.mul_zero, Nat.sub_zero, pow_zero]
    simp only [Nat.choose_zero_right]
    ring
  rw [htop, hext, Finset.sum_range_succ' _ (i / 2 + 1), Finset.sum_range_succ' _ (i / 2 + 1),
    Finset.sum_congr rfl (fun k _ => pairTerm_succ d c i k), Finset.sum_add_distrib,
    ← Finset.mul_sum, ← Finset.mul_sum, h0]
  unfold overlapPoly
  ring
```

The main theorem takes an arbitrary sequence `S` with the two relations as hypotheses; S_0 = 1 is a special case. The induction carries two neighbouring orders at once.

```lean
/-- A sequence with `S 1 = d S 0` that obeys the Obara-Saika recurrence is `S 0` times the
closed form `∑ C(i,2k) (2k-1)!! c^k d^(i-2k)`. -/
theorem obaraSaika_closed_form (d c : R) (S : ℕ → R) (h1 : S 1 = d * S 0)
    (hrec : ∀ i : ℕ, S (i + 2) = d * S (i + 1) + ((i : R) + 1) * c * S i) (i : ℕ) :
    S i = S 0 * overlapPoly d c i := by
  have h : ∀ n, S n = S 0 * overlapPoly d c n ∧
      S (n + 1) = S 0 * overlapPoly d c (n + 1) := by
    intro n
    induction n with
    | zero =>
      constructor
      · simp [overlapPoly, pairTerm, oddFactorial]
      · simp [overlapPoly, pairTerm, oddFactorial, h1, mul_comm]
    | succ n ih =>
      refine ⟨ih.2, ?_⟩
      change S (n + 2) = S 0 * overlapPoly d c (n + 2)
      rw [hrec, overlapPoly_rec, ih.1, ih.2]
      ring
  exact (h i).1
```

The hypothesis `h1` fixes the second starting value. Without it, the integers with d = c = 0 allow S = 0, 1, 0, 0, …, which satisfies `hrec`, while the formula gives S_1 = 0.

`S` could also have been defined by recursion. Both relations would then hold by definition, but the integrals would first have to be identified with that sequence.

When the centres coincide, d = 0 and F_(i+2) = (i+1) c F_i, so only even orders survive.

```lean
/-- For `d = 0` the closed form is `(2k-1)!! c^k` at even order `2k` and zero at odd order. -/
theorem overlapPoly_centred (c : R) (k : ℕ) :
    overlapPoly 0 c (2 * k) = (oddFactorial k : R) * c ^ k ∧
      overlapPoly 0 c (2 * k + 1) = 0 := by
  induction k with
  | zero => constructor <;> simp [overlapPoly, pairTerm, oddFactorial]
  | succ k ih =>
    have h3 : oddFactorial (k + 1) = (2 * k + 1) * oddFactorial k := rfl
    constructor
    · change overlapPoly 0 c (2 * k + 2) = _
      rw [overlapPoly_rec, ih.1, h3]
      push_cast
      ring
    · change overlapPoly 0 c (2 * k + 1 + 2) = 0
      rw [overlapPoly_rec, ih.2]
      ring
```

## The Gaussian integrals

`gaussianMoment p P A i` is the integral S_i above.

```lean
/-- The moment of order `i` about `A` of the Gaussian with exponent `p > 0` centred at `P`. -/
noncomputable def gaussianMoment (p P A : ℝ) (i : ℕ) : ℝ :=
  ∫ x : ℝ, (x - A) ^ i * Real.exp (-p * (x - P) ^ 2)
```

Integrability follows by shifting the origin to P and expanding the power binomially.

```lean
/-- A power of `x - A` times a Gaussian of positive exponent is integrable. -/
theorem integrable_moment {p : ℝ} (hp : 0 < p) (P A : ℝ) (i : ℕ) :
    Integrable (fun x : ℝ => (x - A) ^ i * Real.exp (-p * (x - P) ^ 2)) := by
  have h : Integrable (fun y : ℝ => (y + (P - A)) ^ i * Real.exp (-p * y ^ 2)) := by
    simp_rw [add_pow, Finset.sum_mul]
    apply MeasureTheory.integrable_finsetSum
    intro k _
    have hk : (-1 : ℝ) < (k : ℝ) := by
      have := Nat.cast_nonneg (α := ℝ) k
      linarith
    refine ((integrable_rpow_mul_exp_neg_mul_sq hp hk).const_mul
      ((P - A) ^ (i - k) * (i.choose k : ℝ))).congr (Filter.Eventually.of_forall fun y => ?_)
    simp only [Real.rpow_natCast]
    ring
  have hs := h.comp_sub_right P
  simpa only [sub_add_sub_cancel] using hs
```

Here `key` is the total-derivative identity. Its cases 0 and n+1 supply the hypotheses of the main theorem, after cancelling 2p, and `h0` evaluates S_0.

```lean
/-- For `p > 0` the Gaussian moment about `A` is `√(π/p)` times the closed form with
`d = P - A` and `c = 1/(2p)`. -/
theorem gaussianMoment_eq {p : ℝ} (hp : 0 < p) (P A : ℝ) (i : ℕ) :
    gaussianMoment p P A i = √(Real.pi / p) * overlapPoly (P - A) (1 / (2 * p)) i := by
  -- the integral of a total derivative vanishes
  have key : ∀ n : ℕ, (n : ℝ) * gaussianMoment p P A (n - 1)
      - 2 * p * gaussianMoment p P A (n + 1)
      + 2 * p * (P - A) * gaussianMoment p P A n = 0 := by
    intro n
    have hd : ∀ x : ℝ, HasDerivAt (fun x : ℝ => (x - A) ^ n * Real.exp (-p * (x - P) ^ 2))
        ((n : ℝ) * ((x - A) ^ (n - 1) * Real.exp (-p * (x - P) ^ 2))
          - 2 * p * ((x - A) ^ (n + 1) * Real.exp (-p * (x - P) ^ 2))
          + 2 * p * (P - A) * ((x - A) ^ n * Real.exp (-p * (x - P) ^ 2))) x := by
      intro x
      have hq : HasDerivAt (fun x : ℝ => -p * (x - P) ^ 2) (-2 * p * (x - P)) x :=
        ((((hasDerivAt_id' x).sub_const P).fun_pow 2).const_mul (-p)).congr_deriv
          (by simp; ring)
      exact ((((hasDerivAt_id' x).sub_const A).fun_pow n).fun_mul hq.exp).congr_deriv (by ring)
    have i1 := (integrable_moment hp P A (n - 1)).const_mul (n : ℝ)
    have i2 := (integrable_moment hp P A (n + 1)).const_mul (2 * p)
    have i3 := (integrable_moment hp P A n).const_mul (2 * p * (P - A))
    have i12 : Integrable (fun x : ℝ =>
        (n : ℝ) * ((x - A) ^ (n - 1) * Real.exp (-p * (x - P) ^ 2))
          - 2 * p * ((x - A) ^ (n + 1) * Real.exp (-p * (x - P) ^ 2))) := i1.sub i2
    have h := integral_eq_zero_of_hasDerivAt_of_integrable hd (i12.add i3)
      (integrable_moment hp P A n)
    rw [integral_add i12 i3, integral_sub i1 i2, integral_const_mul, integral_const_mul,
      integral_const_mul] at h
    exact h
  have h2p : 2 * p ≠ 0 := by positivity
  have hc : 2 * p * (1 / (2 * p)) = 1 := mul_one_div_cancel h2p
  have h0 : gaussianMoment p P A 0 = √(Real.pi / p) := by
    unfold gaussianMoment
    simp only [pow_zero, one_mul]
    rw [integral_sub_right_eq_self (fun x : ℝ => Real.exp (-p * x ^ 2)) P, integral_gaussian]
  rw [← h0]
  apply obaraSaika_closed_form
  · have h : ((0 : ℕ) : ℝ) * gaussianMoment p P A (0 - 1) - 2 * p * gaussianMoment p P A 1
        + 2 * p * (P - A) * gaussianMoment p P A 0 = 0 := key 0
    rw [Nat.cast_zero, zero_mul] at h
    apply mul_left_cancel₀ h2p
    linear_combination -h
  · intro n
    have h : ((n + 1 : ℕ) : ℝ) * gaussianMoment p P A n - 2 * p * gaussianMoment p P A (n + 2)
        + 2 * p * (P - A) * gaussianMoment p P A (n + 1) = 0 := key (n + 1)
    rw [Nat.cast_add, Nat.cast_one] at h
    apply mul_left_cancel₀ h2p
    linear_combination -h - ((n : ℝ) + 1) * gaussianMoment p P A n * hc
```

The last theorem applies the Gaussian product rule, `he` being the completed square.

```lean
/-- The one-dimensional overlap of a Cartesian Gaussian of order `i` at `A` with an s Gaussian
at `B`, for positive exponents `a` and `b`, in closed form. -/
theorem overlap_integral_eq {a b : ℝ} (ha : 0 < a) (hb : 0 < b) (A B : ℝ) (i : ℕ) :
    ∫ x : ℝ, (x - A) ^ i * Real.exp (-a * (x - A) ^ 2) * Real.exp (-b * (x - B) ^ 2)
      = Real.exp (-(a * b / (a + b)) * (A - B) ^ 2) * √(Real.pi / (a + b))
        * overlapPoly ((a * A + b * B) / (a + b) - A) (1 / (2 * (a + b))) i := by
  have hp : 0 < a + b := add_pos ha hb
  have hne : a + b ≠ 0 := hp.ne'
  -- Gaussian product rule
  have h : ∀ x : ℝ, (x - A) ^ i * Real.exp (-a * (x - A) ^ 2) * Real.exp (-b * (x - B) ^ 2)
      = Real.exp (-(a * b / (a + b)) * (A - B) ^ 2)
        * ((x - A) ^ i * Real.exp (-(a + b) * (x - (a * A + b * B) / (a + b)) ^ 2)) := by
    intro x
    have he : -a * (x - A) ^ 2 + -b * (x - B) ^ 2
        = -(a * b / (a + b)) * (A - B) ^ 2
          + -(a + b) * (x - (a * A + b * B) / (a + b)) ^ 2 := by
      field_simp
      ring
    rw [mul_assoc, ← Real.exp_add, he, Real.exp_add]
    ring
  have hm := gaussianMoment_eq hp ((a * A + b * B) / (a + b)) A i
  unfold gaussianMoment at hm
  simp_rw [h]
  rw [integral_const_mul, hm, mul_assoc]

end ObaraSaikaClosedForm
```

```lean
#print axioms ObaraSaikaClosedForm.oddFactorial_succ_eq
#print axioms ObaraSaikaClosedForm.obaraSaika_closed_form
#print axioms ObaraSaikaClosedForm.overlapPoly_centred
#print axioms ObaraSaikaClosedForm.overlap_integral_eq
```

```
'ObaraSaikaClosedForm.oddFactorial_succ_eq' depends on axioms: [propext]
'ObaraSaikaClosedForm.obaraSaika_closed_form' depends on axioms: [propext, Classical.choice, Quot.sound]
'ObaraSaikaClosedForm.overlapPoly_centred' depends on axioms: [propext, Classical.choice, Quot.sound]
'ObaraSaikaClosedForm.overlap_integral_eq' depends on axioms: [propext, Classical.choice, Quot.sound]
```

The basis functions are unnormalised. For normalised ones, divide by √(N_A N_B), with N_A = √(π/(2a)) (2i−1)!!/(4a)^i and N_B = √(π/(2b)).

For an electronic-structure calculation in three dimensions, the formula gives one Cartesian factor of an overlap matrix element between primitives, provided the second has power zero in that direction. The step to three dimensions, factorising the integral into x, y and z parts, is left to the reader.
